# The Román-Pérez–Soler formula for an interpolated kernel on a periodic one-dimensional grid

The kernel in this treatment is already interpolated. The nonlocal functionals for dispersion considered here weight pairs of points by a kernel \(\Phi(q,q',r)\), which depends on their separation and on a single local variable \(q\) at each point. Here the dependence on \(q\) and \(q'\) is taken to be a finite sum of products, so that the passage to Fourier space is an exact identity. How well such a sum represents a given \(\Phi\) is a separate question, and it enters only through an error bound that is assumed.

Space is a ring of \(N\ge 1\) points, labelled by the integers modulo \(N\). On it live a real density \(n(x)\) and a real field \(q(x)\). With interpolation functions \(p_a\) and tabulated real functions \(\phi_{ab}\) of the separation, the kernel is

\[
K(x,y)=\sum_{a,b}p_a(q(x))\,p_b(q(y))\,\phi_{ab}(x-y).
\]

Put \(\theta_a(x)=n(x)\,p_a(q(x))\), and let \(F\) be the unnormalised transform

\[
Ff(k)=\sum_x e^{-2\pi i xk/N}f(x).
\]

The claim is

\[
\sum_{x,y}n(x)n(y)K(x,y)=\frac1N\sum_k\sum_{a,b}\overline{F\theta_a(k)}\,F\phi_{ab}(k)\,F\theta_b(k).
\]

This is the algebraic core, for one dimension and a finite periodic grid, of the efficient evaluation of van der Waals density functionals. The left side has \(N^2\) pairs of points. With \(M\) interpolation functions and fast Fourier transforms, the right side takes of order \(MN\log N+M^2N\) operations once the \(F\phi_{ab}\) are stored; this count is a standard estimate about algorithms, and no theorem below concerns it.

## From pairs of points to wave vectors

**Orthogonality.** For a grid displacement \(d\), let \(z=e^{2\pi i d/N}\). If \(d=0\) modulo \(N\), then \(\sum_k z^k=N\). Otherwise \(z\neq1\) and \(z^N=1\), so the geometric series gives \(\sum_k z^k=(z^N-1)/(z-1)=0\).

**Parseval.** For real \(f\) and \(g\), conjugation only changes the sign in the exponent of \(Ff\). Hence

\[
\sum_k\overline{Ff(k)}\,Fg(k)=\sum_{x,y}f(x)g(y)\sum_k e^{2\pi i k(x-y)/N}=N\sum_x f(x)g(x).
\]

**Convolution.** Let \((\phi*f)(x)=\sum_y\phi(x-y)f(y)\). Splitting the phase as \(xk=(x-y)k+yk\) gives

\[
F(\phi*f)(k)=\sum_y e^{-2\pi i yk/N}f(y)\sum_x e^{-2\pi i(x-y)k/N}\phi(x-y)=F\phi(k)\,Ff(k).
\]

For each \(y\), the inner sum runs over the whole ring, so \(x-y\) can be renamed as the summation variable.

**Assembly.** Inserting the kernel and absorbing the densities into the \(\theta_a\) gives

\[
\sum_{x,y}n(x)n(y)K(x,y)=\sum_{a,b}\sum_x\theta_a(x)\,(\phi_{ab}*\theta_b)(x).
\]

Parseval turns each overlap into \(\frac1N\sum_k\overline{F\theta_a(k)}\,F(\phi_{ab}*\theta_b)(k)\), and the convolution theorem factorises the last transform. This is the claim. Neither \(\phi_{ab}=\phi_{ba}\) nor \(\phi_{ab}(-x)=\phi_{ab}(x)\) was used.

**Interpolation error.** Suppose that \(|\Phi(q(x),q(y),x-y)-K(x,y)|\le\varepsilon\) for all pairs. The two double sums then differ by at most

\[
\sum_{x,y}|n(x)|\,|n(y)|\,\varepsilon=\varepsilon\Bigl(\sum_x|n(x)|\Bigr)^2,
\]

and the double sum with \(K\) can be replaced by its Fourier form.

## Two grid points worked by hand

Take \(N=2\), \(p_0(t)=1-t\), \(p_1(t)=t\), \(n=(1,2)\) and \(q=(0,\tfrac12)\). Let \(\phi_{00}=(3,1)\), \(\phi_{01}=\phi_{10}=(2,1)\) and \(\phi_{11}=(1,0)\), where the entries are the values at separations 0 and 1.

The kernel values are \(K(0,0)=3\), \(K(0,1)=K(1,0)=\tfrac12+\tfrac12=1\) and \(K(1,1)=\tfrac14(3+2+2+1)=2\). The double sum is \(1\cdot3+2\cdot1+2\cdot1+4\cdot2=15\).

For the Fourier side, \(\theta_0=(1,1)\) and \(\theta_1=(0,1)\), so \(F\theta_0=(2,0)\) and \(F\theta_1=(1,-1)\). The kernel transforms are \(F\phi_{00}=(4,2)\), \(F\phi_{01}=F\phi_{10}=(3,1)\) and \(F\phi_{11}=(1,1)\). The term \(k=0\) gives \(16+6+6+1=29\), the term \(k=1\) gives \(1\), and \(\tfrac12(29+1)=15\).

## Grid functions and the kernel in Lean

The grid is `ZMod N` with \(N\) nonzero, and the finite type `ι` labels the interpolation functions.

```lean
import Mathlib

open ComplexConjugate

namespace RomanPerezSoler

noncomputable section

variable {N : ℕ} [NeZero N] {ι : Type*} [Fintype ι]
```

The transform takes a real grid function to a complex one. Its phase is the standard additive character of `ZMod N`, and there is no prefactor; this convention puts the factor \(1/N\) into the final formula.

```lean
/-- The unnormalized discrete Fourier transform of a real function on the periodic grid. -/
def dft (f : ZMod N → ℝ) (k : ZMod N) : ℂ :=
  ∑ x, ZMod.stdAddChar (-(x * k)) * (f x : ℂ)
```

In the convolution, the difference `x - y` is taken modulo \(N\). Separations therefore wrap around the ring, and a kernel from unbounded space would first have to be made periodic.

```lean
/-- The periodic convolution of two real grid functions. -/
def conv (φ f : ZMod N → ℝ) (x : ZMod N) : ℝ :=
  ∑ y, φ (x - y) * f y
```

The double sum runs over all ordered pairs, including \(x=y\). It carries neither the factor \(\tfrac12\) usual in an energy nor the volume elements of an integration grid.

```lean
/-- The double sum of a kernel over pairs of grid points, weighted by the density at both. -/
def pairSum (n : ZMod N → ℝ) (K : ZMod N → ZMod N → ℝ) : ℝ :=
  ∑ x, ∑ y, n x * n y * K x y
```

The interpolated kernel is \(K\) as above. The field `q` is an arbitrary real function: in a van der Waals functional it is computed from the density and its gradient, but the identity needs no such relation.

```lean
/-- The kernel interpolated in the local variable `q` at both points, with tabulated
functions `φ a b` of the separation. -/
def interpKernel (p : ι → ℝ → ℝ) (φ : ι → ι → ZMod N → ℝ) (q : ZMod N → ℝ)
    (x y : ZMod N) : ℝ :=
  ∑ a, ∑ b, p a (q x) * p b (q y) * φ a b (x - y)
```

The function `theta p n q a` is \(\theta_a\).

```lean
/-- The density multiplied by the interpolation function `p a` of the local variable `q`. -/
def theta (p : ι → ℝ → ℝ) (n q : ZMod N → ℝ) (a : ι) (x : ZMod N) : ℝ :=
  n x * p a (q x)
```

## Plane waves, Parseval and convolution

The next theorem confirms that `dft` is the familiar transform. Here `x.val` is the representative of \(x\) among \(0,\dots,N-1\). The proof writes \(-xk\) as the residue of an integer, for which Mathlib gives the character as an exponential.

```lean
/-- The transform written with explicit plane waves on the grid points `0, ..., N - 1`. -/
theorem dft_eq_sum_exp (f : ZMod N → ℝ) (k : ZMod N) :
    dft f k = ∑ x : ZMod N,
      Complex.exp (-(2 * Real.pi * Complex.I * x.val * k.val / N)) * (f x : ℂ) := by
  refine Finset.sum_congr rfl fun x _ => ?_
  have h : -(x * k) = ((-((x.val : ℤ) * (k.val : ℤ)) : ℤ) : ZMod N) := by
    push_cast
    simp only [ZMod.natCast_zmod_val]
  rw [h, ZMod.stdAddChar_coe]
  congr 2
  push_cast
  ring
```

In the proof of Parseval's identity, `orth` is the orthogonality relation, obtained from Mathlib's theorem on sums of a primitive character instead of the geometric series. The step `hc` conjugates the transform of a real function. The `calc` chain then follows the derivation: it expands the product of transforms, moves the sum over \(k\) inside, and uses `orth` to keep only the terms with \(x=y\).

```lean
/-- Parseval's identity for two real functions on the grid. -/
theorem parseval (f g : ZMod N → ℝ) :
    ∑ k, conj (dft f k) * dft g k = (N : ℂ) * ((∑ x, f x * g x : ℝ) : ℂ) := by
  -- orthogonality of the plane waves
  have orth (d : ZMod N) :
      ∑ k : ZMod N, ZMod.stdAddChar (k * d) = if d = 0 then (N : ℂ) else 0 := by
    rw [AddChar.sum_mulShift d (ZMod.isPrimitive_stdAddChar N)]
    split_ifs <;> simp [ZMod.card]
  have hc (k : ZMod N) :
      conj (dft f k) = ∑ x, ZMod.stdAddChar (x * k) * (f x : ℂ) := by
    rw [dft, map_sum]
    refine Finset.sum_congr rfl fun x _ => ?_
    rw [map_mul, Complex.conj_ofReal, ← AddChar.map_neg_eq_conj, neg_neg]
  calc ∑ k, conj (dft f k) * dft g k
      = ∑ k : ZMod N, ∑ x, ∑ y,
          ((f x : ℂ) * (g y : ℂ)) * ZMod.stdAddChar (k * (x - y)) := by
        refine Finset.sum_congr rfl fun k _ => ?_
        rw [hc, dft, Finset.sum_mul_sum]
        refine Finset.sum_congr rfl fun x _ => Finset.sum_congr rfl fun y _ => ?_
        have h : k * (x - y) = x * k + -(y * k) := by ring
        rw [h, AddChar.map_add_eq_mul]
        ring
    _ = ∑ x, ∑ y, ((f x : ℂ) * (g y : ℂ)) *
          ∑ k : ZMod N, ZMod.stdAddChar (k * (x - y)) := by
        rw [Finset.sum_comm]
        refine Finset.sum_congr rfl fun x _ => ?_
        rw [Finset.sum_comm]
        refine Finset.sum_congr rfl fun y _ => ?_
        rw [Finset.mul_sum]
    _ = (N : ℂ) * ((∑ x, f x * g x : ℝ) : ℂ) := by
        rw [Complex.ofReal_sum, Finset.mul_sum]
        refine Finset.sum_congr rfl fun x _ => ?_
        simp only [orth, sub_eq_zero, mul_ite, mul_zero, Finset.sum_ite_eq,
          Finset.mem_univ, if_true, Complex.ofReal_mul]
        ring
```

The convolution theorem exchanges the two sums and then shifts the summation variable by \(y\) through `Equiv.subRight y`. The equation `h` is the splitting of the phase.

```lean
/-- The transform of a periodic convolution is the product of the transforms. -/
theorem dft_conv (φ f : ZMod N → ℝ) (k : ZMod N) :
    dft (conv φ f) k = dft φ k * dft f k := by
  simp only [dft, conv, Complex.ofReal_sum, Complex.ofReal_mul, Finset.mul_sum]
  rw [Finset.sum_comm]
  refine Finset.sum_congr rfl fun y _ => ?_
  rw [Finset.sum_mul]
  -- shift the summation variable by y
  refine Fintype.sum_equiv (Equiv.subRight y) _ _ fun x => ?_
  have h : -(x * k) = -((x - y) * k) + -(y * k) := by ring
  rw [h, AddChar.map_add_eq_mul, Equiv.subRight_apply]
  ring
```

## The double sum in Fourier form

The first part of the assembly takes place entirely in real space. The auxiliary statement `swap` moves the sums over \(a,b\) outside those over \(x,y\); after that the summands agree term by term.

```lean
/-- With the interpolated kernel, the double sum is a sum of overlaps of `theta a` with
the convolution of `φ a b` and `theta b`. -/
theorem pairSum_eq_conv (p : ι → ℝ → ℝ) (φ : ι → ι → ZMod N → ℝ) (n q : ZMod N → ℝ) :
    pairSum n (interpKernel p φ q) =
      ∑ a, ∑ b, ∑ x, theta p n q a x * conv (φ a b) (theta p n q b) x := by
  have swap (F : ZMod N → ZMod N → ι → ι → ℝ) :
      ∑ x, ∑ y, ∑ a, ∑ b, F x y a b = ∑ a, ∑ b, ∑ x, ∑ y, F x y a b := by
    calc _ = ∑ x, ∑ a, ∑ b, ∑ y, F x y a b := by
          refine Finset.sum_congr rfl fun x _ => ?_
          rw [Finset.sum_comm]
          exact Finset.sum_congr rfl fun a _ => Finset.sum_comm
      _ = _ := by
          rw [Finset.sum_comm]
          exact Finset.sum_congr rfl fun a _ => Finset.sum_comm
  simp only [pairSum, interpKernel, theta, conv, Finset.mul_sum]
  refine (swap _).trans ?_
  refine Finset.sum_congr rfl fun a _ => Finset.sum_congr rfl fun b _ =>
    Finset.sum_congr rfl fun x _ => Finset.sum_congr rfl fun y _ => ?_
  ring
```

The main theorem reads: for all interpolation functions, all tabulated functions \(\phi_{ab}\), every density and every field \(q\), the double sum with the interpolated kernel equals \(1/N\) times the sum over \(k,a,b\) of the product of transforms. The left side is a real number regarded as complex, so the equation also says that the imaginary part of the right side vanishes.

In the proof, `key` treats one pair \((a,b)\): it applies `parseval`, rewrites with `dft_conv`, and cancels \(N\). The remaining lines sum over the pairs and bring the sum over \(k\) to the outside.

```lean
/-- The Roman-Perez-Soler formula on a periodic one-dimensional grid: with the interpolated kernel,
the double sum over grid points equals `1 / N` times the sum, over wave vectors and pairs of
interpolation functions, of products of Fourier transforms. -/
theorem roman_perez_soler (p : ι → ℝ → ℝ) (φ : ι → ι → ZMod N → ℝ) (n q : ZMod N → ℝ) :
    (pairSum n (interpKernel p φ q) : ℂ) =
      (1 / (N : ℂ)) * ∑ k, ∑ a, ∑ b,
        conj (dft (theta p n q a) k) * dft (φ a b) k * dft (theta p n q b) k := by
  have hN : (N : ℂ) ≠ 0 := Nat.cast_ne_zero.mpr (NeZero.ne N)
  -- Parseval and the convolution theorem for each pair of interpolation functions
  have key (a b : ι) :
      ((∑ x, theta p n q a x * conv (φ a b) (theta p n q b) x : ℝ) : ℂ) =
        (1 / (N : ℂ)) * ∑ k,
          conj (dft (theta p n q a) k) * dft (φ a b) k * dft (theta p n q b) k := by
    have h := parseval (theta p n q a) (conv (φ a b) (theta p n q b))
    simp only [dft_conv, ← mul_assoc] at h
    rw [h, ← mul_assoc, one_div, inv_mul_cancel₀ hN, one_mul]
  rw [pairSum_eq_conv, Complex.ofReal_sum]
  calc _ = ∑ a, ∑ b, (1 / (N : ℂ)) * ∑ k,
          conj (dft (theta p n q a) k) * dft (φ a b) k * dft (theta p n q b) k := by
        refine Finset.sum_congr rfl fun a _ => ?_
        rw [Complex.ofReal_sum]
        exact Finset.sum_congr rfl fun b _ => key a b
    _ = _ := by
        simp only [← Finset.mul_sum]
        congr 1
        symm
        rw [Finset.sum_comm]
        exact Finset.sum_congr rfl fun a _ => Finset.sum_comm
```

The practical scheme of the same name works in three dimensions and comes with a definite choice of nodes and interpolation functions. The theorem has one dimension and leaves the \(p_a\) free.

## Tabulated values and interpolation error

What makes the \(p_a\) interpolation functions is the condition `hp`: at the node `Q b`, the function `p a` is one if \(a=b\) and zero otherwise. If \(q(x)\) is the node \(Q_c\) and \(q(y)\) the node \(Q_d\), only the term \(a=c\), \(b=d\) survives in the kernel, and \(K(x,y)=\phi_{cd}(x-y)\). The table is thus reproduced exactly at its own entries.

```lean
omit [NeZero N] in
/-- If each `p a` is one at its own node and zero at the others, the interpolated kernel
equals the tabulated function whenever `q` sits on nodes at both points. -/
theorem interpKernel_at_nodes [DecidableEq ι] (p : ι → ℝ → ℝ) (Q : ι → ℝ)
    (hp : ∀ a b, p a (Q b) = if a = b then 1 else 0)
    (φ : ι → ι → ZMod N → ℝ) (q : ZMod N → ℝ) (x y : ZMod N) (c d : ι)
    (hx : q x = Q c) (hy : q y = Q d) :
    interpKernel p φ q x y = φ c d (x - y) := by
  simp [interpKernel, hx, hy, hp]
```

The functions \(1-t\) and \(t\), with nodes 0 and 1, satisfy this condition. They are the ones used in the two-point example, and the proof checks the four combinations of \(a\) and \(b\).

```lean
/-- Linear interpolation functions on the nodes 0 and 1 are one at their own node and
zero at the other. -/
theorem interpKernel_at_nodes_witness (a b : Fin 2) :
    (![fun t => 1 - t, fun t => t] : Fin 2 → ℝ → ℝ) a ((![0, 1] : Fin 2 → ℝ) b) =
      if a = b then 1 else 0 := by
  fin_cases a <;> fin_cases b <;> simp
```

The last theorem compares the Fourier expression with the double sum of a general kernel `Φ`. Its hypothesis `h` states that the interpolation error is at most \(\varepsilon\) at every pair of grid points, for the values of \(q\) that occur there. The number \(\varepsilon\) bounds the error made when the kernel is replaced by a finite sum of products; its size is assumed and not derived from any interpolation scheme. For a nonnegative density, the bound is \(\varepsilon\) times the square of the summed density.

The proof first uses `roman_perez_soler` to turn the Fourier expression back into a double sum. The triangle inequality is then applied to the sum over \(x\) and to the sum over \(y\), `h` bounds each term, and the remaining double sum factorises into the square.

```lean
/-- If the interpolation reproduces a kernel `Φ` within `ε` at all pairs of grid points, the
Fourier expression reproduces its double sum within `ε` times the squared sum of `|n|`. -/
theorem fourier_error_bound (Φ : ℝ → ℝ → ZMod N → ℝ) (p : ι → ℝ → ℝ)
    (φ : ι → ι → ZMod N → ℝ) (n q : ZMod N → ℝ) (ε : ℝ)
    (h : ∀ x y, |Φ (q x) (q y) (x - y) - interpKernel p φ q x y| ≤ ε) :
    ‖(pairSum n (fun x y => Φ (q x) (q y) (x - y)) : ℂ) -
      (1 / (N : ℂ)) * ∑ k, ∑ a, ∑ b,
        conj (dft (theta p n q a) k) * dft (φ a b) k * dft (theta p n q b) k‖
      ≤ ε * (∑ x, |n x|) ^ 2 := by
  rw [← roman_perez_soler, ← Complex.ofReal_sub, Complex.norm_real, Real.norm_eq_abs]
  simp only [pairSum, ← Finset.sum_sub_distrib, ← mul_sub]
  calc _ ≤ ∑ x, |∑ y, n x * n y *
          (Φ (q x) (q y) (x - y) - interpKernel p φ q x y)| :=
        Finset.abs_sum_le_sum_abs _ _
    _ ≤ ∑ x, ∑ y, |n x * n y *
          (Φ (q x) (q y) (x - y) - interpKernel p φ q x y)| :=
        Finset.sum_le_sum fun x _ => Finset.abs_sum_le_sum_abs _ _
    _ ≤ ∑ x, ∑ y, |n x| * |n y| * ε := by
        refine Finset.sum_le_sum fun x _ => Finset.sum_le_sum fun y _ => ?_
        rw [abs_mul, abs_mul]
        exact mul_le_mul_of_nonneg_left (h x y) (by positivity)
    _ = ε * (∑ x, |n x|) ^ 2 := by
        rw [sq, Finset.sum_mul_sum, Finset.mul_sum]
        refine Finset.sum_congr rfl fun x _ => ?_
        rw [Finset.mul_sum]
        exact Finset.sum_congr rfl fun y _ => by ring

end

end RomanPerezSoler
```

```lean
#print axioms RomanPerezSoler.dft_eq_sum_exp
#print axioms RomanPerezSoler.roman_perez_soler
#print axioms RomanPerezSoler.interpKernel_at_nodes
#print axioms RomanPerezSoler.fourier_error_bound
```

```
'RomanPerezSoler.dft_eq_sum_exp' depends on axioms: [propext, Classical.choice, Quot.sound]
'RomanPerezSoler.roman_perez_soler' depends on axioms: [propext, Classical.choice, Quot.sound]
'RomanPerezSoler.interpKernel_at_nodes' depends on axioms: [propext, Classical.choice, Quot.sound]
'RomanPerezSoler.fourier_error_bound' depends on axioms: [propext, Classical.choice, Quot.sound]
```
